# The failure probability of the median of independent trace estimates decays exponentially in their number when each fails with probability at most p < 1/2

To estimate an electron count or a density of states from the trace of a matrix function of the Hamiltonian, one can divide the random probe vectors into an odd number $K$ of independent batches, average within each batch, and report the median of the $K$ averages. If each average misses a fixed interval around the trace with probability at most $p\le 1/2$, the median misses it with probability at most $(4p(1-p))^{K/2}$.

In Lean 4 with Mathlib:

```lean
import Mathlib

open MeasureTheory ProbabilityTheory Matrix

namespace MedianTraceAmplification

noncomputable section

/-- The median of an odd number of estimates: the middle entry after sorting. -/
def sampleMedian {m : ℕ} (x : Fin (2 * m + 1) → ℝ) : ℝ :=
  x (Tuple.sort x ⟨m, by omega⟩)

/-- The stochastic trace estimate of `A` from a batch of `s + 1` probe vectors:
the average of the quadratic forms `z · A z`. -/
def traceEstimate {n : Type*} [Fintype n] {s : ℕ} (A : Matrix n n ℝ)
    (z : Fin (s + 1) → n → ℝ) : ℝ :=
  (∑ j, z j ⬝ᵥ A *ᵥ z j) / ((s : ℝ) + 1)

/-- Among `2m+1` estimates, some `m+1` do not exceed the median. -/
theorem majority_le_median {m : ℕ} (x : Fin (2 * m + 1) → ℝ) :
    ∃ T : Finset (Fin (2 * m + 1)), T.card = m + 1 ∧ ∀ i ∈ T, x i ≤ sampleMedian x := by
  refine ⟨(Finset.Iic ⟨m, by omega⟩).map (Tuple.sort x).toEmbedding, ?_, ?_⟩
  · simp only [Finset.card_map, Fin.card_Iic]
  · intro i hi
    obtain ⟨j, hj, rfl⟩ := Finset.mem_map.1 hi
    exact Tuple.monotone_sort x (Finset.mem_Iic.1 hj)

/-- Among `2m+1` estimates, some `m+1` are at least as large as the median. -/
theorem median_le_majority {m : ℕ} (x : Fin (2 * m + 1) → ℝ) :
    ∃ T : Finset (Fin (2 * m + 1)), T.card = m + 1 ∧ ∀ i ∈ T, sampleMedian x ≤ x i := by
  refine ⟨(Finset.Ici ⟨m, by omega⟩).map (Tuple.sort x).toEmbedding, ?_, ?_⟩
  · simp only [Finset.card_map, Fin.card_Ici]
    omega
  · intro i hi
    obtain ⟨j, hj, rfl⟩ := Finset.mem_map.1 hi
    exact Tuple.monotone_sort x (Finset.mem_Ici.1 hj)

/-- If the median lies outside an interval, then so do some `m+1` of the `2m+1` estimates. -/
theorem majority_outside {m : ℕ} (x : Fin (2 * m + 1) → ℝ) {a b : ℝ}
    (h : sampleMedian x ∉ Set.Icc a b) :
    ∃ T : Finset (Fin (2 * m + 1)), T.card = m + 1 ∧ ∀ i ∈ T, x i ∉ Set.Icc a b := by
  by_cases ha : a ≤ sampleMedian x
  · have hb : b < sampleMedian x := lt_of_not_ge fun hb => h ⟨ha, hb⟩
    obtain ⟨T, hT, hx⟩ := median_le_majority x
    exact ⟨T, hT, fun i hi hm => absurd hm.2 (not_le_of_gt (hb.trans_le (hx i hi)))⟩
  · obtain ⟨T, hT, hx⟩ := majority_le_median x
    exact ⟨T, hT, fun i hi hm => ha (hm.1.trans (hx i hi))⟩

/-- If `m+1` of the `2m+1` estimates exceed a level `b`, the median exceeds it too. -/
theorem lt_median_of_majority {m : ℕ} (x : Fin (2 * m + 1) → ℝ) {b : ℝ}
    (T : Finset (Fin (2 * m + 1))) (hT : T.card = m + 1) (hb : ∀ i ∈ T, b < x i) :
    b < sampleMedian x := by
  obtain ⟨U, hU, hx⟩ := majority_le_median x
  -- two majorities share a member
  have h1 := Finset.card_union_add_card_inter T U
  have h2 : (T ∪ U).card ≤ 2 * m + 1 := by
    simpa using Finset.card_le_univ (T ∪ U)
  obtain ⟨i, hi⟩ := Finset.card_pos.1 (show 0 < (T ∩ U).card by omega)
  exact (hb i (Finset.mem_inter.1 hi).1).trans_le (hx i (Finset.mem_inter.1 hi).2)

variable {Ω : Type*} [MeasurableSpace Ω] {μ : Measure Ω} [IsProbabilityMeasure μ]

/-- If each of `2m+1` independent outcomes falls in a failure set `S` with probability at most
`p ≤ 1/2`, then `m+1` of them do so together with probability at most
`(4p(1-p))^((2m+1)/2)`. -/
theorem majority_failure_le {α : Type*} [MeasurableSpace α] {m : ℕ}
    {X : Fin (2 * m + 1) → Ω → α} (hX : ∀ i, Measurable (X i)) (hind : iIndepFun X μ)
    {S : Set α} (hS : MeasurableSet S) {p : ℝ} (hp : p ≤ 1 / 2)
    (hfail : ∀ i, μ.real (X i ⁻¹' S) ≤ p) :
    μ.real {ω | ∃ T : Finset (Fin (2 * m + 1)), T.card = m + 1 ∧ ∀ i ∈ T, X i ω ∈ S}
      ≤ (4 * p * (1 - p)) ^ ((2 * (m : ℝ) + 1) / 2) := by
  have hp0 : 0 ≤ p := measureReal_nonneg.trans (hfail 0)
  have hx0 : 0 ≤ 4 * p * (1 - p) := mul_nonneg (by linarith) (by linarith)
  rcases hp0.eq_or_lt with h0 | hpos
  · -- failures of probability zero: the event is a null set
    have hnull : ∀ i, μ (X i ⁻¹' S) = 0 := fun i =>
      (measureReal_eq_zero_iff (measure_ne_top μ _)).1
        (le_antisymm ((hfail i).trans h0.symm.le) measureReal_nonneg)
    have hev : μ {ω | ∃ T : Finset (Fin (2 * m + 1)),
        T.card = m + 1 ∧ ∀ i ∈ T, X i ω ∈ S} = 0 := by
      refine measure_mono_null ?_ (measure_iUnion_null hnull)
      rintro ω ⟨T, hT, h⟩
      obtain ⟨i, hi⟩ := Finset.card_pos.1 (show 0 < T.card by omega)
      exact Set.mem_iUnion.2 ⟨i, h i hi⟩
    rw [(measureReal_eq_zero_iff (measure_ne_top μ _)).2 hev]
    exact Real.rpow_nonneg hx0 _
  have hq : 0 < 1 - p := by linarith
  -- each failure is weighted by the factor exp t = (1-p)/p
  obtain ⟨t, ht, hr⟩ : ∃ t : ℝ, 0 ≤ t ∧ Real.exp t = (1 - p) / p :=
    ⟨Real.log ((1 - p) / p), Real.log_nonneg (by rw [le_div_iff₀ hpos]; linarith),
      Real.exp_log (div_pos hq hpos)⟩
  have hg : Measurable (S.indicator (fun _ => (1 : ℝ))) := measurable_const.indicator hS
  set Y : Fin (2 * m + 1) → Ω → ℝ := fun i => S.indicator (fun _ => (1 : ℝ)) ∘ X i with hY
  have hYm : ∀ i, Measurable (Y i) := fun i => hg.comp (hX i)
  have hYind : iIndepFun Y μ := hind.comp (fun _ => S.indicator (fun _ => (1 : ℝ))) fun _ => hg
  have hexp : ∀ i, (fun ω => Real.exp (t * Y i ω)) =
      fun ω => 1 + (X i ⁻¹' S).indicator (fun _ => Real.exp t - 1) ω := by
    intro i
    funext ω
    by_cases h : X i ω ∈ S <;> simp [hY, h]
  have hI : ∀ i, Integrable ((X i ⁻¹' S).indicator (fun _ => Real.exp t - 1)) μ :=
    fun i => (integrable_const _).indicator (hX i hS)
  have hint : ∀ i, Integrable (fun ω => Real.exp (t * Y i ω)) μ := by
    intro i
    rw [hexp i]
    exact (integrable_const _).add (hI i)
  have hmgf : ∀ i, mgf (Y i) μ t ≤ 2 * (1 - p) := by
    intro i
    have h1 : mgf (Y i) μ t = 1 + μ.real (X i ⁻¹' S) * (Real.exp t - 1) := by
      unfold mgf
      rw [hexp i, integral_add (integrable_const _) (hI i),
        integral_indicator_const _ (hX i hS)]
      simp
    have h2 : p * (Real.exp t - 1) = 1 - 2 * p := by
      rw [hr]
      field_simp
      ring
    have h3 := mul_le_mul_of_nonneg_right (hfail i) (sub_nonneg.2 (Real.one_le_exp ht))
    linarith
  -- exponential Markov inequality for the number of failures
  have hmain := measure_ge_le_exp_mul_mgf (μ := μ) (X := ∑ i, Y i)
    ((2 * (m : ℝ) + 1) / 2) ht
    (hYind.integrable_exp_mul_sum hYm (s := Finset.univ) fun i _ => hint i)
  rw [hYind.mgf_sum hYm Finset.univ] at hmain
  have hprod : ∏ i, mgf (Y i) μ t ≤ (2 * (1 - p)) ^ (2 * m + 1) := by
    calc ∏ i, mgf (Y i) μ t ≤ ∏ _i : Fin (2 * m + 1), 2 * (1 - p) :=
          Finset.prod_le_prod (fun i _ => mgf_nonneg) fun i _ => hmgf i
      _ = _ := by simp
  have hsq : 4 * p * (1 - p) = (Real.exp (-t / 2) * (2 * (1 - p))) ^ 2 := by
    have he : Real.exp (-t / 2) ^ 2 = p / (1 - p) := by
      rw [sq, ← Real.exp_add, show -t / 2 + -t / 2 = -t by ring, Real.exp_neg, hr, inv_div]
    rw [mul_pow, he]
    field_simp
    try ring
  have hbound : Real.exp (-t * ((2 * (m : ℝ) + 1) / 2)) * (2 * (1 - p)) ^ (2 * m + 1)
      = (4 * p * (1 - p)) ^ ((2 * (m : ℝ) + 1) / 2) := by
    have hc : 0 ≤ Real.exp (-t / 2) * (2 * (1 - p)) := by positivity
    rw [hsq, ← Real.rpow_natCast (Real.exp (-t / 2) * (2 * (1 - p))) 2, ← Real.rpow_mul hc,
      show ((2 : ℕ) : ℝ) * ((2 * (m : ℝ) + 1) / 2) = ((2 * m + 1 : ℕ) : ℝ) by push_cast; ring,
      Real.rpow_natCast, mul_pow (Real.exp (-t / 2)), ← Real.exp_nat_mul]
    congr 2
    push_cast
    ring
  rw [← hbound]
  refine (measureReal_mono ?_).trans
    (hmain.trans (mul_le_mul_of_nonneg_left hprod (Real.exp_pos _).le))
  rintro ω ⟨T, hT, h⟩
  have h1 : ∑ i ∈ T, Y i ω = (m : ℝ) + 1 := by
    rw [Finset.sum_congr rfl fun i hi => show Y i ω = 1 by simp [hY, h i hi]]
    simp [hT]
  have h2 : ∑ i ∈ T, Y i ω ≤ ∑ i, Y i ω :=
    Finset.sum_le_sum_of_subset_of_nonneg (Finset.subset_univ T) fun i _ _ =>
      Set.indicator_nonneg (fun _ _ => zero_le_one) _
  show (2 * (m : ℝ) + 1) / 2 ≤ (∑ i, Y i) ω
  rw [Finset.sum_apply]
  linarith

/-- Median amplification: if each of `2m+1` independent real estimates misses the interval
`[a, b]` with probability at most `p ≤ 1/2`, their median misses it with probability at most
`(4p(1-p))^((2m+1)/2)`. -/
theorem median_amplification {m : ℕ} {X : Fin (2 * m + 1) → Ω → ℝ}
    (hX : ∀ i, Measurable (X i)) (hind : iIndepFun X μ) {a b p : ℝ} (hp : p ≤ 1 / 2)
    (hfail : ∀ i, μ.real {ω | X i ω ∉ Set.Icc a b} ≤ p) :
    μ.real {ω | sampleMedian (fun i => X i ω) ∉ Set.Icc a b}
      ≤ (4 * p * (1 - p)) ^ ((2 * (m : ℝ) + 1) / 2) :=
  (measureReal_mono fun _ hω => majority_outside _ hω).trans
    (majority_failure_le hX hind (S := (Set.Icc a b)ᶜ) measurableSet_Icc.compl hp hfail)

/-- Median amplification for stochastic trace estimation: if independent probe batches give
estimates that miss `tr A` by more than `ε` with probability at most `p ≤ 1/2` each, the median
of the `2m+1` estimates does so with probability at most `(4p(1-p))^((2m+1)/2)`. -/
theorem trace_median_amplification {n : Type*} [Fintype n] {m s : ℕ} (A : Matrix n n ℝ)
    {z : Fin (2 * m + 1) → Ω → Fin (s + 1) → n → ℝ} (hz : ∀ i, Measurable (z i))
    (hind : iIndepFun z μ) {ε p : ℝ} (hp : p ≤ 1 / 2)
    (hfail : ∀ i, μ.real {ω | traceEstimate A (z i ω) ∉
      Set.Icc (A.trace - ε) (A.trace + ε)} ≤ p) :
    μ.real {ω | sampleMedian (fun i => traceEstimate A (z i ω)) ∉
      Set.Icc (A.trace - ε) (A.trace + ε)} ≤ (4 * p * (1 - p)) ^ ((2 * (m : ℝ) + 1) / 2) := by
  have hA : Measurable (traceEstimate (s := s) A) := by
    apply Continuous.measurable
    unfold traceEstimate
    simp only [dotProduct, Matrix.mulVec]
    fun_prop
  exact median_amplification (X := fun i => traceEstimate A ∘ z i)
    (fun i => hA.comp (hz i)) (hind.comp (fun _ => traceEstimate A) fun _ => hA) hp hfail

/-- Let independent probe batches give estimates that miss `tr A` by more than `ε` with probability
at most `p` each, where `0 < p < 1/2`, and let `δ > 0`. If their number `2m+1` is at least `2
log(1/δ) / log(1/(4p(1-p)))`, then their median misses `tr A` by more than `ε` with probability at
most `δ`. -/
theorem repetitions_suffice {n : Type*} [Fintype n] {m s : ℕ} (A : Matrix n n ℝ)
    {z : Fin (2 * m + 1) → Ω → Fin (s + 1) → n → ℝ} (hz : ∀ i, Measurable (z i))
    (hind : iIndepFun z μ) {ε p δ : ℝ} (hp0 : 0 < p) (hp : p < 1 / 2) (hδ : 0 < δ)
    (hfail : ∀ i, μ.real {ω | traceEstimate A (z i ω) ∉
      Set.Icc (A.trace - ε) (A.trace + ε)} ≤ p)
    (hK : 2 * Real.log (1 / δ) / Real.log (1 / (4 * p * (1 - p))) ≤ 2 * (m : ℝ) + 1) :
    μ.real {ω | sampleMedian (fun i => traceEstimate A (z i ω)) ∉
      Set.Icc (A.trace - ε) (A.trace + ε)} ≤ δ := by
  refine (trace_median_amplification A hz hind hp.le hfail).trans ?_
  have hx : 0 < 4 * p * (1 - p) := mul_pos (by linarith) (by linarith)
  have hx1 : 4 * p * (1 - p) < 1 := by
    nlinarith [mul_pos (show 0 < 1 - 2 * p by linarith) (show 0 < 1 - 2 * p by linarith)]
  have hlog := Real.log_neg hx hx1
  rw [one_div, one_div, Real.log_inv, Real.log_inv, div_le_iff₀ (by linarith)] at hK
  -- compare logarithms
  rw [Real.rpow_def_of_pos hx, ← Real.le_log_iff_exp_le hδ]
  linarith

end

end MedianTraceAmplification
```

```lean
#print axioms MedianTraceAmplification.lt_median_of_majority
#print axioms MedianTraceAmplification.trace_median_amplification
#print axioms MedianTraceAmplification.repetitions_suffice
```

```
'MedianTraceAmplification.lt_median_of_majority' depends on axioms: [propext, Classical.choice, Quot.sound]
'MedianTraceAmplification.trace_median_amplification' depends on axioms: [propext, Classical.choice, Quot.sound]
'MedianTraceAmplification.repetitions_suffice' depends on axioms: [propext, Classical.choice, Quot.sound]
```

## Batches of probes, their averages and the median

Write $K=2m+1$, with $m=0,1,2,\dots$, and number the batches $i=0,\dots,2m$, as `Fin (2 * m + 1)` does. Batch $i$ contains $s+1$ real probe vectors $z_{i,0},\dots,z_{i,s}$, so it is never empty. For a real square matrix $A$, its estimate is

$$X_i=\frac{1}{s+1}\sum_{j=0}^{s} z_{i,j}\cdot A z_{i,j}.$$

This is `traceEstimate A (z i ω)`, where $\omega$ is a point of the probability space `Ω` and stands for one complete run of the random number generator. `sampleMedian` sorts the $K$ estimates and takes the entry at position $m$, counted from zero.

The theorem `trace_median_amplification` assumes three things:

- The batches are measurable and mutually independent (`hz` and `hind`). Vectors within one batch may be correlated.
- The bound $p$ satisfies $p\le 1/2$.
- Each $X_i$ lies outside $[\operatorname{tr}A-\varepsilon,\operatorname{tr}A+\varepsilon]$ with probability at most $p$ (`hfail`). The individual probabilities may differ.

It concludes that the median lies outside the same closed interval with probability at most $(4p(1-p))^{(2m+1)/2}$. The tolerance $\varepsilon$ is absolute and does not change as batches are added. At $p=1/2$ the bound equals 1 and says nothing; for $0<p<1/2$ it decays exponentially in $K$, and at $p=0$ it is zero.

The hypothesis `hfail` carries the physics of the probes. No distribution is prescribed for them, not even one that makes $X_i$ unbiased, so a value of $p$ has to come from elsewhere, for example, when the estimates are unbiased, from a variance bound for the chosen probes and batch size together with Chebyshev's inequality.

In electronic structure, $A$ could be a Fermi function or a broadened delta function of a finite, real one-particle Hamiltonian matrix written in an orthonormal basis; complex matrices and complex random-phase probes are not covered by the trace theorem. It also takes the quadratic forms as exact. The more general `median_amplification` concerns any independent real estimates and any interval $[a,b]$, so it applies equally to estimates computed with a truncated polynomial expansion, provided that $p$ bounds the failure probability of those estimates.

## Why a failed median needs a majority of failures

At least $m+1$ estimates are less than or equal to the median, namely those at sorted positions $0,\dots,m$. At least $m+1$ are greater than or equal to it, namely those at positions $m,\dots,2m$. If the median lies below $a$, the first group lies below $a$ as well; if it lies above $b$, so does the second group. Either way, at least $m+1$ estimates miss $[a,b]$.

The lemmas `majority_le_median` and `median_le_majority` construct these two groups by carrying an initial or final segment of positions through the sorting permutation `Tuple.sort x`. The lemma `majority_outside` then splits on whether $a$ is at most the median.

A majority of failures does not always spoil the median, since failures on opposite sides can leave it inside the interval. When $m+1$ estimates all exceed $b$, however, the median exceeds $b$ too, which is `lt_median_of_majority`. Those $m+1$ estimates and the $m+1$ that do not exceed the median are drawn from only $2m+1$, so the two groups share a member, and that member lies above $b$ and at or below the median. The probability bound does not use this lemma.

## Bounding the probability of a majority of failures

Let $Y_i$ be 1 if estimate $i$ fails and 0 otherwise, let $p_i\le p$ be its failure probability, and let $N=\sum_i Y_i$ count the failures. Suppose first that $p>0$, and give each failure the weight

$$r=\frac{1-p}{p}\ge 1.$$

Since $r^{Y_i}$ equals $r$ with probability $p_i$ and 1 otherwise, its expectation satisfies

$$\mathbb E\,r^{Y_i}=1+p_i(r-1)\le 1+p(r-1)=1+(1-p)-p=2(1-p).$$

The inequality uses $r\ge1$, which follows from $p\le1/2$ and is needed again in the Markov step below. Independence turns the expectation of the product into a product of expectations:

$$\mathbb E\,r^N=\prod_i\mathbb E\,r^{Y_i}\le\bigl(2(1-p)\bigr)^K.$$

A majority of failures means $N\ge m+1$, and hence $N\ge K/2$. On that event $r^N\ge r^{K/2}$, so Markov's inequality gives

$$\Pr(N\ge K/2)\le r^{-K/2}\,\mathbb E\,r^N\le\left(\frac{p}{1-p}\right)^{K/2}\bigl(4(1-p)^2\bigr)^{K/2}=\bigl(4p(1-p)\bigr)^{K/2}.$$

If $p=0$, the weight is undefined, but every single failure then has probability zero. A majority contains at least one failure, so its event lies in a finite union of null sets and has probability zero.

The lemma `majority_failure_le` carries out this argument for outcomes of any kind and any measurable failure set `S`. It writes $r=e^t$ with $t\ge0$, so that $\mathbb E\,r^{Y_i}$ becomes the moment generating function `mgf (Y i) μ t`. The steps correspond as follows:

- `hexp` writes $e^{tY_i}$ as 1 plus $(e^t-1)$ times the indicator of failure, and `hmgf` derives the bound $2(1-p)$.
- `hmain` is the exponential Markov inequality at threshold $K/2$. Independence, in the form `mgf_sum`, then factorises its right-hand side.
- `hprod` multiplies the $K$ bounds.
- `hsq` and `hbound` do the closing algebra, using $4p(1-p)=\bigl(e^{-t/2}\,2(1-p)\bigr)^2$.

The last lines check that $m+1$ failures force $N\ge K/2$.

The theorem `median_amplification` combines this lemma with `majority_outside`, taking `S` to be the complement of $[a,b]$. For `trace_median_amplification` it remains to see that $X_i$ is a continuous, hence measurable, function of its batch. Estimates computed from independent batches are therefore independent themselves.

## How many batches reach a target failure probability

Let $\delta>0$ be the failure probability that can be tolerated, and let $0<p<1/2$. Then $0<4p(1-p)<1$, because $1-4p(1-p)=(1-2p)^2>0$. Taking logarithms, the requirement $(4p(1-p))^{K/2}\le\delta$ becomes

$$\frac K2\,\log\frac{1}{4p(1-p)}\ge\log\frac1\delta,
\qquad\text{that is,}\qquad
K\ge\frac{2\log(1/\delta)}{\log\bigl(1/(4p(1-p))\bigr)}.$$

The theorem `repetitions_suffice` states that any odd $K$ satisfying this inequality is enough. Its proof follows the same route: `hx` and `hx1` place $4p(1-p)$ between 0 and 1, which fixes the sign of the logarithm, and the final comparison is made between logarithms. The condition is sufficient, and fewer batches may do.

Take $p=1/10$. Then $4p(1-p)=0.36$, and the bound is $0.36^{K/2}=0.6^K$. For three batches it gives $0.6^3=0.216$. If each batch fails with probability exactly $1/10$, the probability that at least two of the three fail is

$$3\cdot(0.1)^2\cdot0.9+(0.1)^3=0.028,$$

so the bound is generous at this size. For a target of $\delta=0.01$, the bound for nine batches is narrowly too large, since $0.6^9\approx0.01008$. The next odd number, $K=11$, gives $0.6^{11}\approx0.0036$, so the theorem guarantees the target there. Fewer batches are in fact enough: with five, the probability that at least three fail is at most $0.00856$.
